# One-photon exchange between conserved currents as a Coulomb term plus transverse exchange

When the scattering of two electrons is computed at lowest order, the covariant photon propagator can be traded for two simpler pieces: an instantaneous Coulomb interaction between the charge densities, and the exchange of a photon that couples only to the transverse currents. Many relativistic calculations on atoms use the same separation, with the Coulomb repulsion in the Hamiltonian and the transverse part as a correction; what is shown here supports it for a single exchanged photon of fixed momentum between conserved currents. Under that condition the trade is exact, and the gauge parameter of the propagator drops out.

## Conservation turns longitudinal currents into charge densities

Let $q=(q^0,\vec q)$ be the real momentum carried by the photon in $d$ space dimensions, in units where the speed of light is one. The metric $\eta$ has signature $(+,-,\dots,-)$, so $a\cdot b=a^0b^0-\vec a\cdot\vec b$. Let $J$ and $K$ be the complex currents at the two vertices. With coupling constants and the overall factor $-i$ left out, the exchange amplitude in the covariant gauge $\xi$ is

$$M_\xi=\frac{1}{q\cdot q}\,J^\mu\left(\eta_{\mu\nu}-(1-\xi)\frac{q_\mu q_\nu}{q\cdot q}\right)K^\nu .$$

The value $\xi=1$ is Feynman gauge and $\xi=0$ is Landau gauge. The part of a current transverse to $\vec q$ is

$$\vec J_T=\vec J-\frac{\vec q\cdot\vec J}{|\vec q|^2}\,\vec q .$$

Suppose $q\cdot q\neq0$ and $\vec q\neq0$, and let $c$ be a complex number. The claim is that

$$M_\xi=-c\,J^0K^0-\frac{\vec J_T\cdot\vec K_T}{q\cdot q}$$

holds for all $\xi$ and all currents with $q\cdot J=q\cdot K=0$ exactly when $c=1/|\vec q|^2$. Here $c$ is the Coulomb kernel, not the speed of light.

Multiplying out the contraction gives

$$M_\xi=\frac{J\cdot K}{q\cdot q}-(1-\xi)\frac{(q\cdot J)(q\cdot K)}{(q\cdot q)^2}.$$

The second term vanishes for every $\xi$ as soon as one of the currents is conserved, which leaves $J\cdot K/(q\cdot q)$.

Next, $\vec q\cdot\vec J_T=\vec q\cdot\vec J-\vec q\cdot\vec J=0$, and likewise for $K$. The product of the transverse parts is therefore

$$\vec J_T\cdot\vec K_T=\vec J\cdot\vec K_T=\vec J\cdot\vec K-\frac{(\vec q\cdot\vec J)(\vec q\cdot\vec K)}{|\vec q|^2}.$$

Conservation says $\vec q\cdot\vec J=q^0J^0$ and $\vec q\cdot\vec K=q^0K^0$. Inserting this,

$$J\cdot K=J^0K^0-\vec J\cdot\vec K=J^0K^0\left(1-\frac{(q^0)^2}{|\vec q|^2}\right)-\vec J_T\cdot\vec K_T=-\frac{q\cdot q}{|\vec q|^2}J^0K^0-\vec J_T\cdot\vec K_T .$$

Division by $q\cdot q$ gives the formula with $c=1/|\vec q|^2$. The pole at $q\cdot q=0$ has cancelled from the charge term. What remains there does not depend on $q^0$, so it acts instantaneously.

For the converse, suppose the formula holds with some $c$ for all conserved currents. Take $J=K=(|\vec q|^2,\,q^0\vec q)$. This current is conserved, because $q\cdot J=q^0|\vec q|^2-q^0|\vec q|^2=0$. Subtracting the formula with $1/|\vec q|^2$ from the one with $c$ leaves $(c-1/|\vec q|^2)\,|\vec q|^4=0$, and hence $c=1/|\vec q|^2$.

If $\vec q=0$, then $q\cdot q\neq0$ forces $q^0\neq0$, and conservation gives $J^0=K^0=0$. The Coulomb term then vanishes whatever $c$ is, so no kernel is singled out.

The smallest case is $d=1$. There is no transverse direction, and the whole amplitude is $-J^0K^0/|\vec q|^2$. With $q=(1,2)$ and $J=K=(2,1)$, for instance, $q\cdot J=0$, $q\cdot q=-3$ and $J\cdot K=3$. The covariant expression gives $3/(-3)=-1$, and the Coulomb term gives $-4/4=-1$.

## Metric, propagator and currents in Lean

The number `d` of space dimensions is arbitrary.

```lean
import Mathlib

open Matrix

namespace PhotonExchange

noncomputable section

variable {d : ℕ}
```

Spacetime indices run over `Fin (d + 1)`. Index `0` is time, and the spatial components sit at `i.succ` for `i` in `Fin d`.

```lean
/-- The Minkowski metric with signature (+, -, ..., -) in `d` space dimensions. -/
def eta (d : ℕ) : Matrix (Fin (d + 1)) (Fin (d + 1)) ℂ :=
  Matrix.diagonal (fun μ => if μ = 0 then 1 else -1)
```

Vectors are stored with their upper components, and multiplication by the metric lowers the index.

```lean
/-- The vector with its index lowered by the metric. -/
def lower (a : Fin (d + 1) → ℂ) : Fin (d + 1) → ℂ := eta d *ᵥ a
```

The product `mdot` is $a\cdot b$. It involves no complex conjugation, since an amplitude is linear in each of its two currents.

```lean
/-- The bilinear Minkowski product `a.b`, without complex conjugation. -/
def mdot (a b : Fin (d + 1) → ℂ) : ℂ := lower a ⬝ᵥ b

/-- The spatial part of a spacetime vector. -/
def spatial (a : Fin (d + 1) → ℂ) : Fin d → ℂ := fun i => a i.succ
```

The propagator is the tensor from the derivation. The usual Feynman propagator carries a further factor $-i$ and an $i\varepsilon$ in the denominator. Neither appears here, and the theorems about the amplitude's physical content assume $q\cdot q\neq0$, which keeps the photon off its mass shell. The parameter `ξ` may be complex.

```lean
/-- The photon propagator in the covariant gauge `ξ`, without the factor `-i`, for momenta with
`q.q ≠ 0`. -/
def propagator (ξ : ℂ) (q : Fin (d + 1) → ℂ) (μ ν : Fin (d + 1)) : ℂ :=
  (eta d μ ν - (1 - ξ) * lower q μ * lower q ν / mdot q q) / mdot q q
```

The amplitude is the double contraction $M_\xi$. That this tensor follows from quantising the gauge-fixed Maxwell field is the step from field theory to the model, and it enters as a definition.

```lean
/-- The one-photon exchange amplitude: the propagator contracted with two currents,
for momenta with `q.q ≠ 0`. -/
def exchange (ξ : ℂ) (q J K : Fin (d + 1) → ℂ) : ℂ :=
  ∑ μ, ∑ ν, J μ * propagator ξ q μ ν * K ν
```

"Transverse" refers to the spatial vector $\vec q$, not to the spacetime momentum.

```lean
/-- The part of the spatial current transverse to the spatial momentum, for momenta whose
spatial part has nonzero square. -/
def transverse (q J : Fin (d + 1) → ℂ) : Fin d → ℂ :=
  spatial J - ((spatial q ⬝ᵥ spatial J) / (spatial q ⬝ᵥ spatial q)) • spatial q
```

The general lemmas allow a complex `q`, whose spatial square $\vec q\cdot\vec q$ can vanish even when $\vec q\neq0$. The final theorem starts from a real momentum `k` and embeds it in the complex vectors.

```lean
/-- A real momentum regarded as a complex spacetime vector. -/
def momentum (k : Fin (d + 1) → ℝ) : Fin (d + 1) → ℂ := fun μ => (k μ : ℂ)
```

The last definition is the current used for the converse.

```lean
/-- The current whose charge density is the bilinear square (without complex conjugation) of the
spatial momentum, and whose spatial part is `q⁰` times the spatial momentum. -/
def chargedCurrent (q : Fin (d + 1) → ℂ) : Fin (d + 1) → ℂ :=
  Fin.cons (spatial q ⬝ᵥ spatial q) (fun i => q 0 * q i.succ)
```

## Gauge dependence sits in the divergences

The first lemma splits the Minkowski product into its time and space parts.

```lean
/-- The Minkowski product is the product of time components minus the spatial scalar product. -/
theorem mdot_eq (a b : Fin (d + 1) → ℂ) :
    mdot a b = a 0 * b 0 - spatial a ⬝ᵥ spatial b := by
  simp only [mdot, lower, eta, dotProduct, Matrix.mulVec_diagonal, Fin.sum_univ_succ, spatial]
  simp [Fin.succ_ne_zero, sub_eq_add_neg]
```

The next one is the expansion of $M_\xi$. In its proof, `h1` reduces the double sum over the diagonal metric to $J\cdot K$, and `h2` factorises the sum over $q_\mu q_\nu$ into $(q\cdot J)(q\cdot K)$. The two sides are then compared term by term. The identity carries no condition on $q\cdot q$ because Lean gives division by zero a value; it has physical meaning only for $q\cdot q\neq0$.

```lean
/-- The exchange amplitude splits into the Feynman-gauge term and a gauge term proportional to the
product of the divergences `q.J` and `q.K` of the two currents. -/
theorem exchange_eq (ξ : ℂ) (q J K : Fin (d + 1) → ℂ) :
    exchange ξ q J K = mdot J K / mdot q q
      - (1 - ξ) * (mdot q J * mdot q K) / (mdot q q) ^ 2 := by
  -- the metric part of the double contraction
  have h1 : ∑ μ, ∑ ν, J μ * eta d μ ν * K ν = mdot J K := by
    unfold mdot dotProduct
    refine Finset.sum_congr rfl fun μ _ => ?_
    rw [Finset.sum_eq_single μ]
    · simp only [lower, eta, Matrix.mulVec_diagonal, Matrix.diagonal_apply_eq]
      ring
    · intro ν _ h
      rw [eta, Matrix.diagonal_apply_ne _ h.symm, mul_zero, zero_mul]
    · intro h
      exact absurd (Finset.mem_univ μ) h
  -- the momentum part factorises
  have h2 : ∑ μ, ∑ ν, (lower q μ * J μ) * (lower q ν * K ν) = mdot q J * mdot q K := by
    unfold mdot dotProduct
    rw [Finset.sum_mul_sum]
  rw [← h1, ← h2]
  simp only [exchange, propagator, Finset.sum_div, Finset.mul_sum, ← Finset.sum_sub_distrib]
  refine Finset.sum_congr rfl fun μ _ => Finset.sum_congr rfl fun ν _ => ?_
  ring
```

The gauge parameter drops out exactly when at least one current is conserved, which is a weaker requirement than the conservation of both. From right to left, the gauge term is zero. From left to right, the proof compares $\xi=0$ with $\xi=1$: the difference of the two amplitudes is $-(q\cdot J)(q\cdot K)/(q\cdot q)^2$, so one of the factors must vanish.

```lean
/-- For `q.q ≠ 0`, the exchange amplitude is independent of the gauge parameter exactly when
at least one of the two currents is conserved. -/
theorem gauge_independent_iff (q J K : Fin (d + 1) → ℂ) (hq : mdot q q ≠ 0) :
    (∀ ξ ξ' : ℂ, exchange ξ q J K = exchange ξ' q J K) ↔ mdot q J = 0 ∨ mdot q K = 0 := by
  simp only [exchange_eq]
  constructor
  · intro h
    -- compare the Landau gauge with the Feynman gauge
    have h2 : mdot q J * mdot q K / (mdot q q) ^ 2 = 0 := by
      linear_combination -(h 0 1)
    exact mul_eq_zero.mp ((div_eq_zero_iff.mp h2).resolve_right (pow_ne_zero 2 hq))
  · rintro (h | h) ξ ξ' <;> simp [h]
```

## Products of transverse currents

Orthogonality to $\vec q$ needs only a nonzero spatial square, so that the projection can be cancelled.

```lean
/-- If the spatial momentum has nonzero square, the transverse part of a current is
orthogonal to it. -/
theorem transverse_orthogonal (q J : Fin (d + 1) → ℂ) (hs : spatial q ⬝ᵥ spatial q ≠ 0) :
    spatial q ⬝ᵥ transverse q J = 0 := by
  simp only [transverse, dotProduct_sub, dotProduct_smul, smul_eq_mul]
  rw [div_mul_cancel₀ _ hs, sub_self]
```

The scalar product follows in the order used above. The auxiliary equation `e` removes the projection from the first current, since $\vec K_T$ is orthogonal to $\vec q$. Expanding $\vec K_T$ then gives the product of the longitudinal parts.

```lean
/-- If the spatial momentum has nonzero square, the product of two transverse currents is the
full spatial product minus the product of the longitudinal parts. -/
theorem transverse_dot (q J K : Fin (d + 1) → ℂ) (hs : spatial q ⬝ᵥ spatial q ≠ 0) :
    transverse q J ⬝ᵥ transverse q K = spatial J ⬝ᵥ spatial K
      - (spatial q ⬝ᵥ spatial J) * (spatial q ⬝ᵥ spatial K) / (spatial q ⬝ᵥ spatial q) := by
  have e : transverse q J ⬝ᵥ transverse q K = spatial J ⬝ᵥ transverse q K := by
    conv_lhs => rw [show transverse q J = spatial J
      - ((spatial q ⬝ᵥ spatial J) / (spatial q ⬝ᵥ spatial q)) • spatial q from rfl]
    rw [sub_dotProduct, smul_dotProduct, transverse_orthogonal q K hs, smul_zero, sub_zero]
  rw [e]
  simp only [transverse, dotProduct_sub, dotProduct_smul, smul_eq_mul]
  rw [dotProduct_comm (spatial J) (spatial q)]
  ring
```

## The Coulomb term and its kernel

In the next theorem the kernel enters through `hc`, which says $c\,(\vec q\cdot\vec q)=1$ and so also ensures that the spatial square is nonzero. The hypotheses `hJ` and `hK` are current conservation in momentum space. They are assumed for $J$ and $K$; for the transition current between free Dirac spinors of the same mass, with $q$ the difference of their momenta, they follow from the Dirac equation.

The equations `jJ` and `jK` express the longitudinal components through the charge densities. The equation `key` is the rewritten $J\cdot K$, multiplied through so that $q\cdot q$ appears as a factor of the charge term. The last two lines remove the gauge term and divide by $q\cdot q$.

```lean
/-- For `q.q ≠ 0` and conserved currents, photon exchange in any covariant gauge is a Coulomb
term, whose kernel `c` is the inverse of the squared spatial momentum, plus the exchange of
transverse currents. -/
theorem exchange_coulomb (ξ c : ℂ) (q J K : Fin (d + 1) → ℂ) (hq : mdot q q ≠ 0)
    (hc : c * (spatial q ⬝ᵥ spatial q) = 1) (hJ : mdot q J = 0) (hK : mdot q K = 0) :
    exchange ξ q J K =
      -(c * J 0 * K 0) - (transverse q J ⬝ᵥ transverse q K) / mdot q q := by
  have hs : spatial q ⬝ᵥ spatial q ≠ 0 := by
    intro h
    rw [h, mul_zero] at hc
    exact zero_ne_one hc
  have hc' : c = (spatial q ⬝ᵥ spatial q)⁻¹ := eq_inv_of_mul_eq_one_left hc
  -- conservation fixes the longitudinal components by the charge densities
  have jJ : spatial q ⬝ᵥ spatial J = q 0 * J 0 := by
    rw [mdot_eq] at hJ
    linear_combination -hJ
  have jK : spatial q ⬝ᵥ spatial K = q 0 * K 0 := by
    rw [mdot_eq] at hK
    linear_combination -hK
  have key : mdot J K =
      -(c * J 0 * K 0) * mdot q q - transverse q J ⬝ᵥ transverse q K := by
    rw [transverse_dot q J K hs, jJ, jK, div_eq_mul_inv, ← hc', mdot_eq, mdot_eq]
    linear_combination -(J 0 * K 0) * hc
  rw [exchange_eq, hJ, key, sub_div, mul_div_cancel_right₀ _ hq]
  ring
```

The special current is conserved because its two contributions to $q\cdot J$ cancel.

```lean
/-- The current whose charge density is the bilinear square (without complex conjugation) of the
spatial momentum, and whose spatial part is `q⁰` times the spatial momentum, is conserved. -/
theorem chargedCurrent_witness (q : Fin (d + 1) → ℂ) : mdot q (chargedCurrent q) = 0 := by
  have h0 : chargedCurrent q 0 = spatial q ⬝ᵥ spatial q := rfl
  have h1 : spatial (chargedCurrent q) = q 0 • spatial q := rfl
  rw [mdot_eq, h0, h1, dotProduct_smul, smul_eq_mul, sub_self]
```

The main theorem fixes a real momentum `k` and a complex number `c`. The hypothesis `hk` says that some spatial component of the momentum is nonzero, which requires $d\geq1$, and `hq` says $q\cdot q\neq0$. On the left of the equivalence stands the decomposition for all `ξ` and all conserved `J` and `K`, with the same `c` throughout. On the right stands $c=1/|\vec q|^2$, with the squared length written as a sum of real squares.

In the proof, `hsq` identifies the complex spatial product with that real sum, and `hpos` shows that the sum is positive. From left to right, the assumed formula `e1` and the established formula `e2` are both evaluated in Feynman gauge with the special current in both places. Their difference is the equation $(c-1/|\vec q|^2)\,|\vec q|^4=0$, and the two uses of `mul_right_cancel₀` remove the two factors of the charge density. From right to left, the theorem is an application of `exchange_coulomb`.

```lean
/-- For a real momentum with `q.q ≠ 0` and nonzero spatial part, exchange between all conserved
currents in all covariant gauges is `-c J⁰K⁰` minus the transverse product over `q.q`
exactly when `c` is one over the squared length of the spatial momentum. -/
theorem coulomb_transverse_decomposition (k : Fin (d + 1) → ℝ) (c : ℂ)
    (hk : ∃ i : Fin d, k i.succ ≠ 0) (hq : mdot (momentum k) (momentum k) ≠ 0) :
    (∀ (ξ : ℂ) (J K : Fin (d + 1) → ℂ), mdot (momentum k) J = 0 → mdot (momentum k) K = 0 →
      exchange ξ (momentum k) J K = -(c * J 0 * K 0)
        - (transverse (momentum k) J ⬝ᵥ transverse (momentum k) K)
          / mdot (momentum k) (momentum k))
    ↔ c = 1 / ((∑ i : Fin d, k i.succ ^ 2 : ℝ) : ℂ) := by
  have hsq : spatial (momentum k) ⬝ᵥ spatial (momentum k)
      = ((∑ i : Fin d, k i.succ ^ 2 : ℝ) : ℂ) := by
    simp [spatial, momentum, dotProduct, pow_two]
  have hpos : 0 < ∑ i : Fin d, k i.succ ^ 2 := by
    obtain ⟨i, hi⟩ := hk
    exact Finset.sum_pos' (fun j _ => sq_nonneg _) ⟨i, Finset.mem_univ _, by positivity⟩
  have hs : spatial (momentum k) ⬝ᵥ spatial (momentum k) ≠ 0 := by
    rw [hsq]
    exact Complex.ofReal_ne_zero.mpr hpos.ne'
  rw [← hsq]
  constructor
  · intro h
    -- test the formula on a conserved current with nonzero charge density
    have hJ := chargedCurrent_witness (momentum k)
    have e1 := h 1 _ _ hJ hJ
    have e2 := exchange_coulomb 1 _ _ _ _ hq (one_div_mul_cancel hs) hJ hJ
    have h0 : chargedCurrent (momentum k) 0 ≠ 0 := hs
    apply mul_right_cancel₀ h0
    apply mul_right_cancel₀ h0
    linear_combination e1 - e2
  · intro h ξ J K hJ hK
    exact exchange_coulomb ξ c _ J K hq (by rw [h]; exact one_div_mul_cancel hs) hJ hK

end

end PhotonExchange
```

```lean
#print axioms PhotonExchange.gauge_independent_iff
-- 'PhotonExchange.gauge_independent_iff' depends on axioms: [propext, Classical.choice, Quot.sound]
#print axioms PhotonExchange.exchange_coulomb
-- 'PhotonExchange.exchange_coulomb' depends on axioms: [propext, Classical.choice, Quot.sound]
#print axioms PhotonExchange.coulomb_transverse_decomposition
-- 'PhotonExchange.coulomb_transverse_decomposition' depends on axioms: [propext, Classical.choice, Quot.sound]
```
